# At a self-consistent point, the closed-shell Hartree–Fock gradient contains no orbital derivatives

**Q.** Your energy is a function of three arrays: one-electron integrals \(h\), two-electron integrals \(g\) and a density matrix \(P\). I see no nuclei and no basis functions. Where is the molecule?

**A.** It enters through one real parameter \(x\), say one nuclear coordinate with the others held fixed. The arrays \(h(x)\), \(g(x)\) and the overlap matrix \(S(x)\) are arbitrary functions of \(x\) that are differentiable at the geometry \(x_0\). If the basis functions move with the nuclei, that motion is already in the derivatives \(h'\), \(g'\) and \(S'\). In the code, `ι` labels the basis functions and `o` the occupied spatial orbitals, both finite.

In Lean 4 with Mathlib:

```lean
import Mathlib

open Matrix Topology

namespace HartreeFockGradient

noncomputable section

variable {ι o : Type*} [Fintype ι] [Fintype o]
```

Differentiability is meant entry by entry:

```lean
/-- Every entry of the matrix `A x` has the matching entry of `A'` as its derivative at `x0`. -/
def EntryDeriv {α β : Type*} (A : ℝ → Matrix α β ℝ) (A' : Matrix α β ℝ) (x0 : ℝ) : Prop :=
  ∀ i j, HasDerivAt (fun x => A x i j) (A' i j) x0
```

**Q.** And the electrons?

**A.** They are described by a real matrix \(C\), with one row per basis function and one column per doubly occupied orbital. The density matrix is \(P=2CC^T\), where the 2 counts spin.

```lean
/-- Closed-shell density matrix `P = 2 C Cᵀ` of the occupied orbital coefficients `C`. -/
def density (C : Matrix ι o ℝ) : Matrix ι ι ℝ := (2 : ℝ) • (C * Cᵀ)
```

The electronic energy is

\[
E=\sum_{mn}P_{mn}h_{mn}+\tfrac12\sum_{mnls}P_{mn}P_{ls}\,g_{mn,ls}.
\]

Coulomb and exchange are combined in \(g\): in the usual notation for real orbitals, \(g_{mn,ls}=(mn|ls)-\tfrac12(ml|ns)\). The code stores it as a matrix whose row and column labels are pairs. Nuclear repulsion is left out, and its derivative has to be added separately.

```lean
/-- Energy `∑ P h + ½ ∑ P P g`; the two-electron integrals `g` (Coulomb and exchange combined)
form a matrix over pairs of basis functions. -/
def energy (h : Matrix ι ι ℝ) (g : Matrix (ι × ι) (ι × ι) ℝ) (P : Matrix ι ι ℝ) : ℝ :=
  ∑ p : ι × ι, P p.1 p.2 * h p.1 p.2
    + (1 / 2) * ∑ p : ι × ι, ∑ q : ι × ι, P p.1 p.2 * P q.1 q.2 * g p q
```

The Fock matrix is \(F_{mn}=h_{mn}+\sum_{ls}P_{ls}\,g_{mn,ls}\), and the energy-weighted density matrix is \(W=\tfrac12PFP\).

```lean
/-- Fock matrix `F = h + g P`. -/
def fock (h : Matrix ι ι ℝ) (g : Matrix (ι × ι) (ι × ι) ℝ) (P : Matrix ι ι ℝ) : Matrix ι ι ℝ :=
  h + Matrix.of fun m n => ∑ q : ι × ι, P q.1 q.2 * g (m, n) q

/-- Energy-weighted density matrix `W = P F P / 2`. -/
def weightedDensity (P F : Matrix ι ι ℝ) : Matrix ι ι ℝ := (1 / 2 : ℝ) • (P * F * P)
```

**Q.** Before any more code, show me the derivation. The orbitals change with \(x\), so why does \(C'\) disappear?

**A.** Primes are derivatives at \(x_0\), and everything else is evaluated there. The product rule gives

\[
E'=\sum P_{mn}h'_{mn}+\tfrac12\sum P_{mn}P_{ls}g'_{mn,ls}+\sum P'_{mn}h_{mn}+\tfrac12\sum(P'_{mn}P_{ls}+P_{mn}P'_{ls})g_{mn,ls}.
\]

Since \(g_{mn,ls}=g_{ls,mn}\), the two halves of the last sum are equal. The terms with \(P'\) therefore add up to \(\sum P'_{mn}F_{mn}\), which is \(\mathrm{tr}(P'F)\) because \(F\) is symmetric.

Next, \(P'=2(C'C^T+CC'^T)\). A trace is unchanged by transposition and by cyclic permutation, so both parts contribute equally:

\[
\mathrm{tr}(P'F)=4\,\mathrm{tr}(C'^TFC)=4\,\mathrm{tr}(C'^TSC\varepsilon),
\]

where the second step uses the Roothaan equation \(FC=SC\varepsilon\). Multiplying that equation by \(C^T\) from the left and using \(C^TSC=1\) gives \(\varepsilon=C^TFC\), so \(\varepsilon\) is symmetric.

Orthonormality also holds near \(x_0\), so it can be differentiated:

\[
C'^TSC+C^TS'C+C^TSC'=0.
\]

Multiply by \(\varepsilon\) from the right and take the trace. Transposition shows that the first and third terms are equal, hence

\[
2\,\mathrm{tr}(C'^TSC\varepsilon)=-\mathrm{tr}(C\varepsilon C^TS').
\]

Finally, \(W=\tfrac12(2CC^T)F(2CC^T)=2C\varepsilon C^T\). Therefore \(\mathrm{tr}(P'F)=-\mathrm{tr}(WS')\), and

\[
E'=\sum P_{mn}h'_{mn}+\tfrac12\sum P_{mn}P_{ls}g'_{mn,ls}-\mathrm{tr}(WS').
\]

**Q.** Does the code follow that route?

**A.** Nearly. It starts with the product rule for matrices, obtained by differentiating each entry of the product as a finite sum.

```lean
/-- Product rule for matrices whose entries are differentiable at `x0`. -/
theorem entryDeriv_mul {α β κ : Type*} [Fintype κ] {A : ℝ → Matrix α κ ℝ} {B : ℝ → Matrix κ β ℝ}
    {A' : Matrix α κ ℝ} {B' : Matrix κ β ℝ} {x0 : ℝ}
    (hA : EntryDeriv A A' x0) (hB : EntryDeriv B B' x0) :
    EntryDeriv (fun x => A x * B x) (A' * B x0 + A x0 * B') x0 := by
  intro i j
  simp only [Matrix.mul_apply, Matrix.add_apply, ← Finset.sum_add_distrib]
  exact HasDerivAt.fun_sum fun k _ => (hA i k).fun_mul (hB k j)
```

The next theorem is the first step of the derivation. Inside it, `hB` exchanges the two pair labels and uses the symmetry of \(g\), while `hF` expands the contraction of \(P'\) with the Fock matrix. The closing `linear_combination` merges the two halves.

```lean
/-- For differentiable `h`, `g`, `P` with `g` symmetric at `x0`, the energy changes through the
integrals at fixed density, plus the density response contracted with the Fock matrix. -/
theorem hasDerivAt_energy {h P : ℝ → Matrix ι ι ℝ} {g : ℝ → Matrix (ι × ι) (ι × ι) ℝ}
    {h' P' : Matrix ι ι ℝ} {g' : Matrix (ι × ι) (ι × ι) ℝ} {x0 : ℝ}
    (hh : EntryDeriv h h' x0) (hg : EntryDeriv g g' x0) (hP : EntryDeriv P P' x0)
    (hsym : (g x0)ᵀ = g x0) :
    HasDerivAt (fun x => energy (h x) (g x) (P x)) (energy h' g' (P x0)
      + ∑ p : ι × ι, P' p.1 p.2 * fock (h x0) (g x0) (P x0) p.1 p.2) x0 := by
  -- both density factors respond equally
  have hB : ∑ p : ι × ι, ∑ q : ι × ι, P x0 p.1 p.2 * P' q.1 q.2 * g x0 p q
      = ∑ p : ι × ι, ∑ q : ι × ι, P' p.1 p.2 * P x0 q.1 q.2 * g x0 p q := by
    rw [Finset.sum_comm]
    refine Finset.sum_congr rfl fun p _ => Finset.sum_congr rfl fun q _ => ?_
    rw [show g x0 q p = g x0 p q from congrFun (congrFun hsym p) q]
    ring
  have hF : ∑ p : ι × ι, P' p.1 p.2 * fock (h x0) (g x0) (P x0) p.1 p.2
      = ∑ p : ι × ι, P' p.1 p.2 * h x0 p.1 p.2
        + ∑ p : ι × ι, ∑ q : ι × ι, P' p.1 p.2 * P x0 q.1 q.2 * g x0 p q := by
    rw [← Finset.sum_add_distrib]
    refine Finset.sum_congr rfl fun p _ => ?_
    show P' p.1 p.2 * (h x0 p.1 p.2 + ∑ q : ι × ι, P x0 q.1 q.2 * g x0 p q) = _
    rw [mul_add, Finset.mul_sum]
    simp only [mul_assoc]
  have h1 := HasDerivAt.fun_sum (u := Finset.univ) fun (p : ι × ι) _ =>
    (hP p.1 p.2).fun_mul (hh p.1 p.2)
  have h2 := HasDerivAt.fun_sum (u := Finset.univ) fun (p : ι × ι) _ =>
    HasDerivAt.fun_sum (u := Finset.univ) fun (q : ι × ι) _ =>
      ((hP p.1 p.2).fun_mul (hP q.1 q.2)).fun_mul (hg p q)
  refine (h1.fun_add (h2.const_mul (1 / 2))).congr_deriv ?_
  rw [hF]
  simp only [energy, add_mul, Finset.sum_add_distrib]
  linear_combination (1 / 2) * hB
```

For orthonormality, the entries of \(C^TSC\) are differentiated in two ways: by the product rule, and as functions that are constant near \(x_0\). A derivative is unique, so the two results agree.

```lean
omit [Fintype o] in
/-- Differentiable orbitals that stay orthonormal near `x0`, in a differentiable overlap `S`,
obey the differentiated orthonormality condition. -/
theorem orthonormality_response [DecidableEq o] {C : ℝ → Matrix ι o ℝ} {S : ℝ → Matrix ι ι ℝ}
    {C' : Matrix ι o ℝ} {S' : Matrix ι ι ℝ} {x0 : ℝ}
    (hC : EntryDeriv C C' x0) (hS : EntryDeriv S S' x0)
    (hon : ∀ᶠ x in 𝓝 x0, (C x)ᵀ * S x * C x = 1) :
    C'ᵀ * S x0 * C x0 + (C x0)ᵀ * S' * C x0 + (C x0)ᵀ * S x0 * C' = 0 := by
  rw [← Matrix.add_mul]
  ext i j
  have hCt : EntryDeriv (fun x => (C x)ᵀ) C'ᵀ x0 := fun i m => hC m i
  have h1 := entryDeriv_mul (entryDeriv_mul hCt hS) hC i j
  have h2 : HasDerivAt (fun x => ((C x)ᵀ * S x * C x) i j) 0 x0 :=
    (hasDerivAt_const x0 ((1 : Matrix o o ℝ) i j)).congr_of_eventuallyEq
      (hon.mono fun x hx => congrFun (congrFun hx i) j)
  exact h1.unique h2
```

The identity \(W=2C(C^TFC)C^T\) is plain algebra and holds for any \(C\) and \(F\).

```lean
/-- The energy-weighted density matrix is `2 C (Cᵀ F C) Cᵀ`. -/
theorem weightedDensity_density (C : Matrix ι o ℝ) (F : Matrix ι ι ℝ) :
    weightedDensity (density C) F = (2 : ℝ) • (C * (Cᵀ * F * C) * Cᵀ) := by
  simp only [weightedDensity, density, Matrix.smul_mul, Matrix.mul_smul, smul_smul,
    Matrix.mul_assoc]
  norm_num
```

**Q.** You said "nearly". Where does it differ?

**A.** In when self-consistency is used. The next lemma does not assume the Roothaan equation. It writes \(\varepsilon\) for \(C^TFC\) and keeps the residual:

\[
\mathrm{tr}(P'F)=4\,\mathrm{tr}\big(C'^T(FC-SC\,C^TFC)\big)-\mathrm{tr}(WS').
\]

This shows which term remains when the orbitals are orthonormal but not converged. In the proof, `t1` and `t2` are the two equal parts of \(\mathrm{tr}(P'F)\). The differentiated orthonormality condition, multiplied by \(\varepsilon\) and traced, is `t5`, and `t3`, `t4` and `t6` rearrange its three terms.

```lean
/-- For symmetric `S` and `F`, differentiated orthonormality turns the density response
contracted with `F` into an overlap term and a term in the residual `F C - S C (Cᵀ F C)`. -/
theorem response_trace (C C' : Matrix ι o ℝ) (S S' F : Matrix ι ι ℝ) (hS : Sᵀ = S) (hF : Fᵀ = F)
    (e0 : C'ᵀ * S * C + Cᵀ * S' * C + Cᵀ * S * C' = 0) :
    trace (((2 : ℝ) • (C' * Cᵀ + C * C'ᵀ)) * F)
      = 4 * trace (C'ᵀ * (F * C - S * C * (Cᵀ * F * C)))
        - trace (weightedDensity (density C) F * S') := by
  have t1 : trace (C' * Cᵀ * F) = trace (C'ᵀ * (F * C)) := by
    rw [← trace_transpose (C' * Cᵀ * F)]
    simp only [transpose_mul, transpose_transpose, hF]
    rw [← Matrix.mul_assoc F C C'ᵀ, trace_mul_comm (F * C) C'ᵀ]
  have t2 : trace (C * C'ᵀ * F) = trace (C'ᵀ * (F * C)) := by
    rw [Matrix.mul_assoc C, trace_mul_comm C, Matrix.mul_assoc]
  have hε : (Cᵀ * F * C)ᵀ = Cᵀ * F * C := by
    simp only [transpose_mul, transpose_transpose, hF, Matrix.mul_assoc]
  rw [weightedDensity_density]
  generalize Cᵀ * F * C = ε at hε ⊢
  have t3 : trace (Cᵀ * S * C' * ε) = trace (C'ᵀ * (S * C * ε)) := by
    rw [← trace_transpose (Cᵀ * S * C' * ε)]
    simp only [transpose_mul, transpose_transpose, hS, hε]
    rw [trace_mul_comm ε]
    simp only [Matrix.mul_assoc]
  have t4 : trace (Cᵀ * S' * C * ε) = trace (C * ε * Cᵀ * S') := by
    rw [Matrix.mul_assoc (C * ε), trace_mul_comm (C * ε)]
    simp only [Matrix.mul_assoc]
  have t6 : trace (C'ᵀ * S * C * ε) = trace (C'ᵀ * (S * C * ε)) := by
    simp only [Matrix.mul_assoc]
  -- differentiated orthonormality, weighted with the occupied Fock block
  have t5 := congrArg (fun M => trace (M * ε)) e0
  simp only [Matrix.add_mul, trace_add, Matrix.zero_mul, trace_zero] at t5
  simp only [Matrix.smul_mul, Matrix.add_mul, Matrix.mul_sub, trace_smul, trace_add, trace_sub,
    smul_eq_mul]
  linear_combination 2 * t1 + 2 * t2 + 2 * (t5 - t6 - t4 - t3)
```

**Q.** Now the main theorem. Read me its hypotheses as physics.

**A.** `hh`, `hS`, `hg` and `hC` say that the integrals and the orbital coefficients are differentiable at \(x_0\). `hSsym` and `hgsym` are the symmetry of the overlap and the pair-exchange symmetry of \(g\). `hon` keeps the orbitals orthonormal for all \(x\) close to \(x_0\). `hFdef` says that `F` is the Fock matrix built from these orbitals, and `hF` that it is symmetric. `hscf` is the Roothaan equation, required at \(x_0\) only.

The conclusion, `HasDerivAt`, says that the energy along the path \(C(x)\) is differentiable at \(x_0\) with the stated derivative. Its first two terms appear as `energy h' g' (density (C x0))`: at fixed \(P\) the energy is linear in the integrals, so the same function can be evaluated on their derivatives.

**Q.** You assume that \(F\) is symmetric. Shouldn't that follow?

**A.** For real integrals it does: it follows from \(h_{mn}=h_{nm}\), \(g_{mn,ls}=g_{nm,sl}\) and the symmetry of \(P\). The theorem takes the symmetry of \(F\) as a hypothesis, so it needs neither of the first two.

**Q.** And the matrix \(\varepsilon\)? I expected orbital energies.

**A.** It need not be diagonal, so the orbitals need not be canonical. It is always symmetric, because the hypotheses make it equal to \(C^TFC\). If it is diagonal, its entries are the orbital energies. Nothing requires the lowest orbitals to be filled, so excited self-consistent solutions qualify too.

```lean
/-- Hartree-Fock gradient: let `h`, `S`, `g`, `C` be differentiable at `x0`, with `S`, `g` and the
Fock matrix `F` of the orbitals `C` symmetric there. If the orbitals stay orthonormal near `x0` and
solve `F C = S C ε` at `x0`, then `E' = ∑ P h' + ½ ∑ P P g' - tr (W S')`. -/
theorem hartreeFock_gradient [DecidableEq o] {h S : ℝ → Matrix ι ι ℝ}
    {g : ℝ → Matrix (ι × ι) (ι × ι) ℝ} {C : ℝ → Matrix ι o ℝ} {h' S' F : Matrix ι ι ℝ}
    {g' : Matrix (ι × ι) (ι × ι) ℝ} {C' : Matrix ι o ℝ} {ε : Matrix o o ℝ} {x0 : ℝ}
    (hh : EntryDeriv h h' x0) (hS : EntryDeriv S S' x0) (hg : EntryDeriv g g' x0)
    (hC : EntryDeriv C C' x0) (hSsym : (S x0)ᵀ = S x0) (hgsym : (g x0)ᵀ = g x0)
    (hon : ∀ᶠ x in 𝓝 x0, (C x)ᵀ * S x * C x = 1)
    (hFdef : F = fock (h x0) (g x0) (density (C x0))) (hF : Fᵀ = F)
    (hscf : F * C x0 = S x0 * C x0 * ε) :
    HasDerivAt (fun x => energy (h x) (g x) (density (C x)))
      (energy h' g' (density (C x0)) - trace (weightedDensity (density (C x0)) F * S')) x0 := by
  have hCt : EntryDeriv (fun x => (C x)ᵀ) C'ᵀ x0 := fun i m => hC m i
  have hP : EntryDeriv (fun x => density (C x))
      ((2 : ℝ) • (C' * (C x0)ᵀ + C x0 * C'ᵀ)) x0 :=
    fun m n => (entryDeriv_mul hC hCt m n).const_mul 2
  have hE : HasDerivAt (fun x => energy (h x) (g x) (density (C x)))
      (energy h' g' (density (C x0)) + ∑ p : ι × ι,
        ((2 : ℝ) • (C' * (C x0)ᵀ + C x0 * C'ᵀ)) p.1 p.2 * F p.1 p.2) x0 := by
    rw [hFdef]
    exact hasDerivAt_energy hh hg hP hgsym
  have hs : ∀ A : Matrix ι ι ℝ, ∑ p : ι × ι, A p.1 p.2 * F p.1 p.2 = trace (A * F) := by
    intro A
    simp only [trace, diag_apply, Matrix.mul_apply, Fintype.sum_prod_type]
    refine Finset.sum_congr rfl fun m _ => Finset.sum_congr rfl fun n _ => ?_
    rw [show F n m = F m n from congrFun (congrFun hF m) n]
  -- the multiplier matrix is the Fock matrix in the occupied orbitals
  have hε : (C x0)ᵀ * F * C x0 = ε := by
    rw [Matrix.mul_assoc, hscf, ← Matrix.mul_assoc, ← Matrix.mul_assoc, hon.self_of_nhds,
      Matrix.one_mul]
  have key := response_trace (C x0) C' (S x0) S' F hSsym hF (orthonormality_response hC hS hon)
  rw [hε, hscf, sub_self, Matrix.mul_zero, trace_zero] at key
  refine hE.congr_deriv ?_
  rw [hs, key]
  ring
```

The proof assembles the earlier results. `hP` differentiates the density, `hE` applies the energy derivative, and `hs` turns the contraction with \(F\) into a trace. `hε` identifies \(C^TFC\) with \(\varepsilon\), after which `hscf` makes the residual in `key` vanish.

**Q.** Is the smoothness of \(C(x)\) proved anywhere?

**A.** No, it is assumed. Physically, it means following one solution smoothly as the geometry changes. If the orbitals are self-consistent along the whole path, \(E'\) is the slope of the Hartree–Fock electronic energy. For real closed-shell orbitals in a finite basis and one coordinate at a time, a geometry optimization can therefore obtain this slope without solving for the orbital response.

**Q.** That is a long list of hypotheses. Can anything satisfy all of them?

**A.** Yes, for example a simplified model with two equivalent centres, whose integrals are chosen by hand rather than computed for a real molecule. Its basis functions are not normalised: each has self-overlap \(x^2/3\), and their mutual overlap is \(x^2/6\). After normalisation the mutual overlap is \(1/2\).

```lean
/-- Overlap matrix of two equivalent, overlapping basis functions with scale `x`, for `x ≠ 0`. -/
def modelS (x : ℝ) : Matrix (Fin 2) (Fin 2) ℝ := !![x ^ 2 / 3, x ^ 2 / 6; x ^ 2 / 6, x ^ 2 / 3]
```

The single occupied orbital has both coefficients equal to \(1/x\), so the matrix \(C\) really does change with \(x\), although only to compensate for the scale of the basis functions. In normalised basis functions, for \(x>0\), both coefficients are \(1/\sqrt3\).

```lean
/-- In-phase orbital with both coefficients `1 / x`, for `x ≠ 0`. -/
def modelC (x : ℝ) : Matrix (Fin 2) (Fin 1) ℝ := Matrix.of fun _ _ => x⁻¹
```

The only nonzero entries of \(g\) are the two on-site ones, both equal to \(U\). Because \(g\) already includes exchange, \(U\) is half of the one-centre Coulomb integral.

```lean
/-- Two-electron array `g` (Coulomb and exchange combined) on two centres: the on-site entries are
`U` and all others are zero. -/
def onSite (U : ℝ) : Matrix (Fin 2 × Fin 2) (Fin 2 × Fin 2) ℝ :=
  Matrix.of fun p q => if p.1 = p.2 ∧ p.2 = q.1 ∧ q.1 = q.2 then U else 0
```

The one-electron matrix is constant, with \(a\) on the diagonal and \(b\) off it. The last theorem confirms orthonormality for every \(x\neq0\), hence in a neighbourhood of \(x=1\). At \(x=1\) it confirms the differentiability of \(C\), the form of the Fock matrix and the Roothaan equation with \(\varepsilon=2(a+b+2U)\), and it also gives the symmetry of \(g\). The remaining hypotheses can be read off: \(h\) and \(g\) are constant, \(S\) is polynomial in \(x\), and \(S\) and \(F\) are visibly symmetric.

```lean
/-- In the two-centre model the in-phase orbital is orthonormal for `x ≠ 0`, and at `x = 1` it is
differentiable and self-consistent, with symmetric `g` and the Fock matrix shown. -/
theorem hartreeFock_gradient_witness (a b U : ℝ) :
    (∀ x ≠ 0, (modelC x)ᵀ * modelS x * modelC x = 1) ∧
    EntryDeriv modelC (Matrix.of fun _ _ => deriv (fun x : ℝ => x⁻¹) 1) 1 ∧
    (onSite U)ᵀ = onSite U ∧
    fock !![a, b; b, a] (onSite U) (density (modelC 1)) = !![a + 2 * U, b; b, a + 2 * U] ∧
    !![a + 2 * U, b; b, a + 2 * U] * modelC 1
      = modelS 1 * modelC 1 * !![2 * (a + b + 2 * U)] := by
  refine ⟨?_, ?_, ?_, ?_, ?_⟩
  · intro x hx
    have hy : x⁻¹ * x = 1 := inv_mul_cancel₀ hx
    simp only [modelC]
    generalize x⁻¹ = y at hy ⊢
    ext i j
    fin_cases i
    fin_cases j
    simp [modelS, Matrix.mul_apply, Fin.sum_univ_two]
    linear_combination (y * x + 1) * hy
  · exact fun _ _ => (differentiableAt_inv (one_ne_zero : (1 : ℝ) ≠ 0)).hasDerivAt
  · ext ⟨m, n⟩ ⟨l, k⟩
    fin_cases m <;> fin_cases n <;> fin_cases l <;> fin_cases k <;> simp [onSite]
  · ext i j
    fin_cases i <;> fin_cases j <;>
      simp [fock, density, onSite, modelC, Matrix.mul_apply, Fin.sum_univ_two,
        Fintype.sum_prod_type]
  · ext i j
    fin_cases i <;> fin_cases j <;>
      simp [modelS, modelC, Matrix.mul_apply, Fin.sum_univ_two, vecHead, vecTail] <;> ring

end

end HartreeFockGradient
```

The proof checks the matrices entry by entry. Orthonormality comes down to \((x^{-1}x)^2=1\).

```lean
#print axioms HartreeFockGradient.hartreeFock_gradient
```

```
'HartreeFockGradient.hartreeFock_gradient' depends on axioms: [propext, Classical.choice, Quot.sound]
```
